# Microcanonical weights of a finite system sharing quanta with N two-level units tend to Gibbs weights when K_N/N → r in (0,1)

Energies are counted in units of one quantum $\varepsilon$: a finite system has states $i$ with levels $n_i \in \mathbb{N}$, a bath has $N$ two-level units holding zero or one quantum each, and all joint microstates with a total of $K$ quanta are taken as equally likely. Logarithms are natural, entropy is in units of Boltzmann's constant $k_B$, and the inverse temperature is the dimensionless $b = \varepsilon/k_B T$ for a temperature $T$.

```lean
import Mathlib

open Filter Topology

namespace CanonicalFromMicrocanonical

noncomputable section

/-- Number of microstates of `N` two-level units (sets of excited units) that, together with
`n` quanta in the system, make up a total of `K` quanta. -/
def bathCount (N K n : ℕ) : ℕ :=
  (Finset.univ.filter (fun S : Finset (Fin N) => S.card + n = K)).card

/-- Microcanonical probability of system state `i`: the fraction of joint microstates with
`K` quanta in total in which the system is in state `i`. -/
def microWeight {ι : Type*} [Fintype ι] (n : ι → ℕ) (N K : ℕ) (i : ι) : ℝ :=
  (bathCount N K (n i) : ℝ) / ∑ j, (bathCount N K (n j) : ℝ)

/-- Gibbs probability of state `i` at inverse temperature `b`, in units of the quantum. -/
def gibbsWeight {ι : Type*} [Fintype ι] (n : ι → ℕ) (b : ℝ) (i : ι) : ℝ :=
  Real.exp (-b * n i) / ∑ j, Real.exp (-b * n j)

/-- Inverse temperature `log ((1 - r) / r)` assigned to a bath with excited fraction `r`. -/
def bathBeta (r : ℝ) : ℝ := Real.log ((1 - r) / r)

/-- The two-level entropy function `-p log p - (1 - p) log (1 - p)` of the excited fraction. -/
def bathEntropy (p : ℝ) : ℝ := -(p * Real.log p) - (1 - p) * Real.log (1 - p)

/-- If the system holds `n ≤ K` quanta, the bath has `choose N (K - n)` microstates. -/
theorem bathCount_eq_choose {N K n : ℕ} (h : n ≤ K) : bathCount N K n = N.choose (K - n) := by
  have e : Finset.univ.filter (fun S : Finset (Fin N) => S.card + n = K)
      = Finset.powersetCard (K - n) Finset.univ := by
    ext S
    simp only [Finset.mem_filter, Finset.mem_univ, true_and, Finset.mem_powersetCard,
      Finset.subset_univ]
    omega
  rw [bathCount, e, Finset.card_powersetCard, Finset.card_univ, Fintype.card_fin]

/-- Exact recursion for the bath count when one more quantum moves into the system. -/
theorem bathCount_step {N K m : ℕ} (hm : m < K) (hK : K < N) :
    (bathCount N K (m + 1) : ℝ) * ((N : ℝ) - K + m + 1)
      = (bathCount N K m : ℝ) * ((K : ℝ) - m) := by
  rw [bathCount_eq_choose hm.le, bathCount_eq_choose (Nat.succ_le_of_lt hm)]
  -- `j` is the number of quanta left in the bath
  obtain ⟨j, rfl⟩ : ∃ j, K = m + 1 + j := ⟨K - (m + 1), by omega⟩
  have e1 : m + 1 + j - m = j + 1 := by omega
  have e2 : m + 1 + j - m.succ = j := by omega
  have hj : j ≤ N := by omega
  have h : ((N.choose (j + 1) * (j + 1) : ℕ) : ℝ) = ((N.choose j * (N - j) : ℕ) : ℝ) := by
    rw [Nat.choose_succ_right_eq]
  rw [Nat.cast_mul, Nat.cast_mul, Nat.cast_sub hj] at h
  rw [e1, e2]
  push_cast at h ⊢
  linear_combination -h

/-- If `K_N / N` tends to `r` in `(0,1)`, then for large `N` the total number of quanta
exceeds any fixed `m` and stays below `N`. -/
theorem eventually_room {K : ℕ → ℕ} {r : ℝ} (hr0 : 0 < r) (hr1 : r < 1)
    (hK : Tendsto (fun N : ℕ => (K N : ℝ) / N) atTop (𝓝 r)) (m : ℕ) :
    ∀ᶠ N in atTop, m < K N ∧ K N < N := by
  have h0 : Tendsto (fun N : ℕ => (m : ℝ) / N) atTop (𝓝 0) :=
    tendsto_const_nhds.div_atTop tendsto_natCast_atTop_atTop
  have hpos : (0 : ℝ) < r - 0 := by linarith
  filter_upwards [(hK.sub h0).eventually (lt_mem_nhds hpos), hK.eventually (gt_mem_nhds hr1),
    eventually_gt_atTop 0] with N a b c
  have hN : (0 : ℝ) < N := by exact_mod_cast c
  have a' : (m : ℝ) / N < (K N : ℝ) / N := sub_pos.mp a
  have b' : (K N : ℝ) / N < 1 := b
  have a'' : (m : ℝ) < K N := (div_lt_div_iff_of_pos_right hN).mp a'
  have b'' : (K N : ℝ) < N := (div_lt_one hN).mp b'
  exact ⟨by exact_mod_cast a'', by exact_mod_cast b''⟩

/-- The factor `(K_N - m) / (N - K_N + m + 1)` of the recursion tends to `r / (1 - r)`. -/
theorem step_factor_tendsto {K : ℕ → ℕ} {r : ℝ} (hr1 : r < 1)
    (hK : Tendsto (fun N : ℕ => (K N : ℝ) / N) atTop (𝓝 r)) (m : ℕ) :
    Tendsto (fun N : ℕ => ((K N : ℝ) - m) / ((N : ℝ) - K N + m + 1)) atTop
      (𝓝 (r / (1 - r))) := by
  have h0 : ∀ c : ℝ, Tendsto (fun N : ℕ => c / N) atTop (𝓝 0) := fun c =>
    tendsto_const_nhds.div_atTop tendsto_natCast_atTop_atTop
  have h1 : Tendsto (fun N : ℕ => (K N : ℝ) / N - (m : ℝ) / N) atTop (𝓝 r) := by
    simpa using hK.sub (h0 m)
  have h2 : Tendsto (fun N : ℕ => 1 - (K N : ℝ) / N + ((m : ℝ) + 1) / N) atTop
      (𝓝 (1 - r)) := by
    simpa using (hK.const_sub 1).add (h0 ((m : ℝ) + 1))
  have hr : 1 - r ≠ 0 := (sub_pos.mpr hr1).ne'
  refine (h1.div h2 hr).congr' ?_
  filter_upwards [eventually_gt_atTop 0] with N c
  have hN : (N : ℝ) ≠ 0 := by exact_mod_cast c.ne'
  have e1 : (K N : ℝ) / N - (m : ℝ) / N = ((K N : ℝ) - m) / N := by ring
  have e2 : 1 - (K N : ℝ) / N + ((m : ℝ) + 1) / N = ((N : ℝ) - K N + m + 1) / N := by
    field_simp
    ring
  show ((K N : ℝ) / N - (m : ℝ) / N) / (1 - (K N : ℝ) / N + ((m : ℝ) + 1) / N) = _
  rw [e1, e2, div_div_div_cancel_right₀ hN]

/-- The bath count with `n` quanta in the system, relative to the count with none,
tends to `(r / (1 - r)) ^ n`. -/
theorem bath_ratio_tendsto {K : ℕ → ℕ} {r : ℝ} (hr0 : 0 < r) (hr1 : r < 1)
    (hK : Tendsto (fun N : ℕ => (K N : ℝ) / N) atTop (𝓝 r)) (n : ℕ) :
    Tendsto (fun N : ℕ => (bathCount N (K N) n : ℝ) / (bathCount N (K N) 0 : ℝ)) atTop
      (𝓝 ((r / (1 - r)) ^ n)) := by
  induction n with
  | zero =>
    rw [pow_zero]
    refine tendsto_const_nhds.congr' ?_
    filter_upwards [eventually_room hr0 hr1 hK 0] with N h
    have hp : 0 < bathCount N (K N) 0 := by
      rw [bathCount_eq_choose (Nat.zero_le _)]
      exact Nat.choose_pos (by omega)
    have hp' : (bathCount N (K N) 0 : ℝ) ≠ 0 := by exact_mod_cast hp.ne'
    exact (div_self hp').symm
  | succ m ih =>
    -- each further quantum taken from the bath costs one factor of the recursion
    rw [pow_succ]
    refine (ih.mul (step_factor_tendsto hr1 hK m)).congr' ?_
    filter_upwards [eventually_room hr0 hr1 hK m] with N h
    have hlt : (K N : ℝ) < N := by exact_mod_cast h.2
    have hm : (0 : ℝ) ≤ m := Nat.cast_nonneg m
    have hd : (N : ℝ) - K N + m + 1 ≠ 0 := ne_of_gt (by linarith)
    have e := (eq_div_iff hd).mpr (bathCount_step h.1 h.2)
    rw [e]
    ring

/-- The Boltzmann factor of one quantum at the bath inverse temperature is `r / (1 - r)`. -/
theorem exp_neg_bathBeta {r : ℝ} (hr0 : 0 < r) (hr1 : r < 1) :
    Real.exp (-bathBeta r) = r / (1 - r) := by
  rw [bathBeta, Real.exp_neg, Real.exp_log (div_pos (sub_pos.mpr hr1) hr0), inv_div]

/-- The bath inverse temperature is the slope of the two-level entropy function at `r`. -/
theorem hasDerivAt_bathEntropy {r : ℝ} (hr0 : 0 < r) (hr1 : r < 1) :
    HasDerivAt bathEntropy (bathBeta r) r := by
  have hr : 1 - r ≠ 0 := (sub_pos.mpr hr1).ne'
  have h1 : HasDerivAt (fun p : ℝ => p * Real.log p) (1 * Real.log r + r * r⁻¹) r :=
    (hasDerivAt_id' r).fun_mul (Real.hasDerivAt_log hr0.ne')
  have h2 : HasDerivAt (fun p : ℝ => 1 - p) (-1) r := (hasDerivAt_id' r).const_sub 1
  have h3 : HasDerivAt (fun p : ℝ => (1 - p) * Real.log (1 - p))
      (-1 * Real.log (1 - r) + (1 - r) * (-1 / (1 - r))) r := h2.fun_mul (h2.log hr)
  have e1 : r * r⁻¹ = 1 := mul_inv_cancel₀ hr0.ne'
  have e2 : (1 - r) * (-1 / (1 - r)) = -1 := mul_div_cancel₀ _ hr
  have e : -(1 * Real.log r + r * r⁻¹) - (-1 * Real.log (1 - r) + (1 - r) * (-1 / (1 - r)))
      = bathBeta r := by
    rw [e1, e2, bathBeta, Real.log_div hr hr0.ne']
    ring
  exact (h1.fun_neg.fun_sub h3).congr_deriv e

/-- Canonical from microcanonical: if `K_N / N` tends to `r` in `(0,1)`, the microcanonical
probability of each system state tends to its Gibbs weight at the bath inverse temperature. -/
theorem microWeight_tendsto_gibbs {ι : Type*} [Fintype ι] (n : ι → ℕ) {K : ℕ → ℕ} {r : ℝ}
    (hr0 : 0 < r) (hr1 : r < 1)
    (hK : Tendsto (fun N : ℕ => (K N : ℝ) / N) atTop (𝓝 r)) (i : ι) :
    Tendsto (fun N => microWeight n N (K N) i) atTop (𝓝 (gibbsWeight n (bathBeta r) i)) := by
  have hB : ∀ k : ℕ,
      Tendsto (fun N : ℕ => (bathCount N (K N) k : ℝ) / (bathCount N (K N) 0 : ℝ)) atTop
        (𝓝 (Real.exp (-bathBeta r * k))) := fun k => by
    rw [mul_comm, Real.exp_nat_mul, exp_neg_bathBeta hr0 hr1]
    exact bath_ratio_tendsto hr0 hr1 hK k
  -- the normalisation over the level-zero count tends to the canonical partition function
  have hZ : Tendsto
      (fun N : ℕ => ∑ j, (bathCount N (K N) (n j) : ℝ) / (bathCount N (K N) 0 : ℝ)) atTop
      (𝓝 (∑ j, Real.exp (-bathBeta r * n j))) := by
    exact tendsto_finsetSum _ fun j _ => hB (n j)
  have hpos : 0 < ∑ j, Real.exp (-bathBeta r * n j) :=
    Finset.sum_pos (fun j _ => Real.exp_pos _) ⟨i, Finset.mem_univ i⟩
  refine ((hB (n i)).div hZ hpos.ne').congr' ?_
  filter_upwards [eventually_room hr0 hr1 hK 0] with N h
  have hp : 0 < bathCount N (K N) 0 := by
    rw [bathCount_eq_choose (Nat.zero_le _)]
    exact Nat.choose_pos (by omega)
  have hp' : (bathCount N (K N) 0 : ℝ) ≠ 0 := by exact_mod_cast hp.ne'
  rw [Pi.div_apply, ← Finset.sum_div, div_div_div_cancel_right₀ hp', microWeight]

/-- The microcanonical average of any function `A` of the system state tends to its
canonical average at the bath inverse temperature. -/
theorem average_tendsto_gibbs {ι : Type*} [Fintype ι] (n : ι → ℕ) {K : ℕ → ℕ} {r : ℝ}
    (hr0 : 0 < r) (hr1 : r < 1)
    (hK : Tendsto (fun N : ℕ => (K N : ℝ) / N) atTop (𝓝 r)) (A : ι → ℝ) :
    Tendsto (fun N => ∑ i, microWeight n N (K N) i * A i) atTop
      (𝓝 (∑ i, gibbsWeight n (bathBeta r) i * A i)) := by
  have h := fun i => (microWeight_tendsto_gibbs n hr0 hr1 hK i).mul_const (A i)
  exact tendsto_finsetSum _ fun i _ => h i

end

end CanonicalFromMicrocanonical
```

```lean
#print axioms CanonicalFromMicrocanonical.hasDerivAt_bathEntropy
-- 'CanonicalFromMicrocanonical.hasDerivAt_bathEntropy' depends on axioms: [propext, Classical.choice, Quot.sound]
#print axioms CanonicalFromMicrocanonical.microWeight_tendsto_gibbs
-- 'CanonicalFromMicrocanonical.microWeight_tendsto_gibbs' depends on axioms: [propext, Classical.choice, Quot.sound]
#print axioms CanonicalFromMicrocanonical.average_tendsto_gibbs
-- 'CanonicalFromMicrocanonical.average_tendsto_gibbs' depends on axioms: [propext, Classical.choice, Quot.sound]
```

## Counts, weights and the bath temperature

A bath microstate is fixed by saying which units are excited, so it is a subset $S$ of the $N$ labels, of type `Finset (Fin N)`, and its energy is the number of elements `S.card`. When the system holds $n$ quanta, the number of bath microstates compatible with the total $K$ is
$$W_{N,K}(n) = \#\{S : |S| + n = K\},$$
which is `bathCount N K n`. The constraint is written as a sum. For $n > K$ no subset satisfies it and the count is zero, as energy conservation demands, whereas $\binom{N}{K-n}$ with subtraction of natural numbers cut off at zero would give one.

The system is a finite type `ι` with a level function `n : ι → ℕ`. This function need not be injective, so degenerate levels are allowed and every state is counted separately. A joint microstate is a pair $(i, S)$ with $|S| + n_i = K$. Giving all such pairs equal weight and summing over $S$ yields the microcanonical probability `microWeight n N K i`, to be compared with the Gibbs probability `gibbsWeight n b i`:
$$P_{N,K}(i) = \frac{W_{N,K}(n_i)}{\sum_j W_{N,K}(n_j)}, \qquad G_b(i) = \frac{e^{-b n_i}}{\sum_j e^{-b n_j}} .$$
Two functions of a fraction between zero and one complete the list: `bathBeta r` is $b(r) = \log\frac{1-r}{r}$, and `bathEntropy p` is $s(p) = -p\log p - (1-p)\log(1-p)$.

## The limit and the physics in it

The theorem `microWeight_tendsto_gibbs` takes a sequence `K : ℕ → ℕ` that assigns a total $K_N$ to each bath size, and a real $r$ with $0 < r < 1$ (`hr0`, `hr1`). The hypothesis `hK` says $K_N/N \to r$ as $N \to \infty$. It is the thermodynamic limit at fixed energy density: the bath grows, the number of quanta per unit settles at $r$, and the system stays the same. Since $n_i/N \to 0$, the number $r$ is also the limiting fraction of excited bath units. The conclusion is that for each state $i$
$$P_{N,K_N}(i) \to G_{b(r)}(i).$$
The theorem `average_tendsto_gibbs` extends this to $\sum_i P_{N,K_N}(i) A_i \to \sum_i G_{b(r)}(i) A_i$ for any real function `A : ι → ℝ` of the state. In quantum terms $A_i$ is the diagonal element of an observable in the chosen energy eigenbasis; density matrices and coherences are not modelled.

Two theorems interpret $b(r)$. By `exp_neg_bathBeta`, $e^{-b(r)} = r/(1-r)$, the ratio of excited to unexcited units. By `hasDerivAt_bathEntropy`, $s'(r) = b(r)$, which has the form of the thermodynamic relation between inverse temperature and the slope of entropy against energy. The identification of $s(r)$ with the limit of $N^{-1}\log\binom{N}{K_N}$ is the familiar Stirling estimate, which none of the theorems states, so $s$ enters here as a defined function.

For $r < 1/2$ the value $b(r)$ is positive. At $r = 1/2$ it vanishes and the Gibbs weights are uniform over the states. For $r > 1/2$ the bath is inverted, $b(r)$ is negative and the higher levels are favoured; the partition function remains a finite sum because `ι` is finite. The end points $r = 0$ and $r = 1$, an almost empty or almost full bath, are excluded.

Equal weighting of the joint microstates is postulated through the definition of `microWeight`, and no dynamics that would produce it is modelled. System and bath energies add with no coupling term, the bath units do not interact, and all system levels are integer multiples of the bath gap. The theorems give convergence without a rate. Within this non-interacting, resonant model, the result justifies replacing a large spin bath at fixed total energy by a temperature when computing the populations of a few-level quantum system, such as a spin or a truncated oscillator.

## From binomial coefficients to the Boltzmann factor

Write $W(n)$ for $W_{N,K}(n)$, with $K = K_N$ whenever $N$ varies. The argument compares neighbouring counts and needs no approximation of factorials.

For $n \le K$ the condition $|S| + n = K$ means $|S| = K - n$, so $W(n) = \binom{N}{K-n}$. In `bathCount_eq_choose` the filtered set is shown to equal `Finset.powersetCard (K - n) Finset.univ`, the subsets of given size, with `omega` rearranging the condition, and `Finset.card_powersetCard` supplies the binomial coefficient.

Now let $m < K < N$ and move one more quantum into the system, from $m$ to $m+1$. Put $j = K - m - 1$, the number of quanta then left in the bath, so that $W(m+1) = \binom{N}{j}$ and $W(m) = \binom{N}{j+1}$. The identity $\binom{N}{j+1}(j+1) = \binom{N}{j}(N-j)$, with $j + 1 = K - m$ and $N - j = N - K + m + 1$, gives the exact recursion
$$W(m+1)\,(N - K + m + 1) = W(m)\,(K - m).$$
The lemma `bathCount_step` substitutes `K = m + 1 + j`, takes the identity from `Nat.choose_succ_right_eq`, casts it to the reals and closes with `linear_combination -h`.

The lemma assumes $m < K_N < N$. This is a convenient sufficient condition, not a necessary one: the recursion stays true for all $N$, $K$, $m$, for instance with both sides zero when $m \ge K$. The bound $K_N < N$ also guarantees $W(0) > 0$ and $N - K_N + m + 1 > 0$, which the divisions below use. For fixed $m$, $K_N/N - m/N \to r > 0$, so $K_N > m$ for large $N$; and $K_N/N \to r < 1$, so $K_N < N$ for large $N$. This is `eventually_room`, whose steps `a''` and `b''` clear the denominator $N > 0$.

Dividing the numerator and denominator of the recursion factor by $N$ gives
$$\frac{K_N - m}{N - K_N + m + 1} = \frac{K_N/N - m/N}{1 - K_N/N + (m+1)/N} \to \frac{r}{1-r},$$
because $m/N$ and $(m+1)/N$ tend to zero and $1 - r \ne 0$. In `step_factor_tendsto`, `h1` and `h2` are the limits of the numerator and denominator on the right, and `e1`, `e2` with the cancellation of $N$ restore the left side.

Induction on $n$ then gives $W(n)/W(0) \to \left(\frac{r}{1-r}\right)^n$. For $n = 0$ the ratio is one as soon as $W(0) = \binom{N}{K_N} > 0$, which holds for $K_N \le N$. For the step,
$$\frac{W(m+1)}{W(0)} = \frac{W(m)}{W(0)} \cdot \frac{K_N - m}{N - K_N + m + 1},$$
and the limit of the product is the product of the limits. The two branches of `bath_ratio_tendsto` are these two cases, with `ih.mul` forming the product.

Since $e^{-b(r)} = \left(\frac{1-r}{r}\right)^{-1} = \frac{r}{1-r}$, the limit is $e^{-b(r) n}$; this is `hB` in the main proof, obtained from `exp_neg_bathBeta` and `Real.exp_nat_mul`. Dividing the numerator and denominator of $P_{N,K_N}(i)$ by $W(0)$,
$$P_{N,K_N}(i) = \frac{W(n_i)/W(0)}{\sum_j W(n_j)/W(0)} \to \frac{e^{-b(r) n_i}}{\sum_j e^{-b(r) n_j}} .$$
The limit passes through the finite sum (`hZ`), and the limiting denominator is positive because every term is positive and the sum is not empty, since the state $i$ itself supplies a term (`hpos`). Level zero serves only as a reference and need not be a level of the system. Multiplying by $A_i$ and summing over the finitely many states proves `average_tendsto_gibbs`.

For the slope of $s$, the product rule gives $\frac{d}{dp}\,p\log p = \log p + 1$ and $\frac{d}{dp}(1-p)\log(1-p) = -\log(1-p) - 1$. Hence $s'(r) = -\log r - 1 + \log(1-r) + 1 = \log\frac{1-r}{r}$. These two derivatives are `h1` and `h3` in `hasDerivAt_bathEntropy`, and `e` is the final sum.

## Three levels at quarter filling

Take three states with levels $0, 1, 2$ and $r = 1/4$. Then $e^{-b} = 1/3$, $b = \log 3$, the Boltzmann factors are $1, 1/3, 1/9$ with sum $13/9$, and the Gibbs weights are $9/13, 3/13, 1/13$.

For $N = 8$, $K = 2$ the counts are $\binom{8}{2} = 28$, $\binom{8}{1} = 8$, $\binom{8}{0} = 1$, with sum $37$. The recursion factors $2/7$ and $1/8$ agree with $8/28$ and $1/8$. For larger baths the factors suffice: they are $10/31$ and $9/32$ for $N = 40$, $K = 10$, and $100/301$ and $99/302$ for $N = 400$, $K = 100$. The weights are proportional to one, the first factor, and the product of both.

| bath | level 0 | level 1 | level 2 |
|---|---|---|---|
| $N = 8$ | 0.757 | 0.216 | 0.027 |
| $N = 40$ | 0.708 | 0.228 | 0.064 |
| $N = 400$ | 0.694 | 0.231 | 0.076 |
| Gibbs | 0.692 | 0.231 | 0.077 |

For each of the three finite baths both factors lie below $1/3$ and the second is smaller than the first: every quantum handed to the system leaves the finite bath with fewer excited and more unexcited units.

## Identities guaranteed only for large N

The hypothesis `hK` constrains no individual $K_N$. For small $N$ the total may lie outside the range assumed in `bathCount_step`, it may exceed $N$ so that $W(0) = 0$, or every count $W(n_j)$ may vanish, in which case `microWeight` is $0/0$, which Lean evaluates to zero and which has no effect on the limit. The hypotheses of `bathCount_step`, and the identities that divide by $N$, by $W(0)$ or by $N - K_N + m + 1$, are therefore guaranteed only from some bath size on, and the proof is organised around this.

The statement `∀ᶠ N in atTop, m < K N ∧ K N < N` says that there is a threshold beyond which both inequalities hold for every $N$. The lemma invoked as `congr'` says that if two sequences agree beyond a threshold and one of them converges, the other converges to the same value. The convergence proofs for the factor, the ratio and the weight use it in one pattern. First a sequence is built whose limit follows from the rules for sums, products and quotients, such as `h1.div h2 hr`. Then `congr'` leaves the goal that this sequence eventually equals the one in the theorem. The tactic `filter_upwards` discharges that goal: it takes a list of facts that hold eventually, fixes an $N$ at which all of them hold, and asks for the equality at that $N$. Combining the facts amounts to taking the largest of finitely many thresholds, and no threshold is ever computed.

The threshold from `eventually_room` depends on $m$. Each induction step in `bath_ratio_tendsto` calls it at its own $m$ and returns a plain limit statement, so the dependence is absorbed there. The main theorem then needs only `eventually_room hr0 hr1 hK 0`, to know that $W(0) \neq 0$ before cancelling it.
